# A weighted sum of z rotations needs at least $j+|M|+1$ angles to project spin $j$ onto $M$

Take a spin 1/2 and try to keep only $M=+1/2$. In units with $\hbar=1$, the operator $e^{i\theta(J_z-M)}$ is $\mathrm{diag}(1,e^{-i\theta})$. The average over the two angles $0$ and $\pi$ is

$$\tfrac12\,\mathrm{diag}(1,1)+\tfrac12\,\mathrm{diag}(1,-1)=\mathrm{diag}(1,0),$$

which is the projector. One angle with a weight $w$ gives $\mathrm{diag}(w,we^{-i\theta})$. The first entry forces $w=1$, and then the second has modulus one, whatever the angle. Two angles are therefore the minimum, and here $j+|M|+1=2$.

For general spin the same two arguments apply: phases at equally spaced angles cancel, and too few phases cannot cancel at every unwanted level.

```lean
import Mathlib

open Finset

namespace SmallestProjectionGrid

noncomputable section
```

## Levels, projector and grids

Write the spin as $j=n/2$ and number the levels from the top, $k=0,\dots,n$, so that level $k$ has $m=n/2-k$. A natural number `n` then covers integer and half-integer spin together, and `k : Fin (n + 1)` can only be an allowed level.

```lean
/-- The magnetic quantum number `m = n/2 - k` of level `k` for spin `j = n/2`. -/
def mag (n : ℕ) (k : Fin (n + 1)) : ℝ := (n : ℝ) / 2 - ((k : ℕ) : ℝ)
```

In its eigenbasis, $J_z$ is the diagonal matrix of these values.

```lean
/-- The operator `Jz` of spin `n/2` in its eigenbasis. -/
def Jz (n : ℕ) : Matrix (Fin (n + 1)) (Fin (n + 1)) ℂ :=
  Matrix.diagonal fun k => (mag n k : ℂ)
```

The selected level is called $a$, so $M=n/2-a$ is allowed by construction. Its projector has a single 1 on the diagonal.

```lean
/-- The projector onto the single level `a`. -/
def levelProjector (n : ℕ) (a : Fin (n + 1)) : Matrix (Fin (n + 1)) (Fin (n + 1)) ℂ :=
  Matrix.diagonal fun k => if k = a then 1 else 0
```

A grid consists of $N$ real angles $\theta_r$ and $N$ complex weights $w_r$, and it produces the operator

$$\sum_r w_r\,e^{i\theta_r(J_z-M)}.$$

The factor $e^{-i\theta_rM}$ is only a phase and can be absorbed into the complex weight $w_r$, so these operators are exactly the weighted sums of $N$ rotations $e^{i\theta_rJ_z}$. The exponential in the code is the true matrix exponential. The sign in the exponent is positive; the opposite convention for rotations amounts to $\theta_r\to-\theta_r$.

```lean
/-- The weighted sum of `exp (i θ (Jz - M))` over `N` angles `θ r` with weights `w r`,
where `M` is the magnetic quantum number of level `a`. -/
def rotationAverage (n : ℕ) (a : Fin (n + 1)) {N : ℕ} (θ : Fin N → ℝ) (w : Fin N → ℂ) :
    Matrix (Fin (n + 1)) (Fin (n + 1)) ℂ :=
  ∑ r, w r • NormedSpace.exp ((Complex.I * (θ r : ℂ)) •
    (Jz n - (mag n a : ℂ) • (1 : Matrix (Fin (n + 1)) (Fin (n + 1)) ℂ)))
```

The uniform grid has $\theta_r=2\pi r/N$ and $w_r=1/N$ for $r=0,\dots,N-1$.

```lean
/-- The average of `exp (i θ (Jz - M))` over the `N ≥ 1` equally spaced angles
`θ = 2 π r / N`, `r = 0, ..., N - 1`. -/
def uniformAverage (n : ℕ) (a : Fin (n + 1)) (N : ℕ) :
    Matrix (Fin (n + 1)) (Fin (n + 1)) ℂ :=
  rotationAverage n a (fun r : Fin N => 2 * Real.pi * ((r : ℕ) : ℝ) / N) (fun _ => 1 / (N : ℂ))
```

## Matrix entries are moments of the phases

Since $m-M=(n/2-k)-(n/2-a)=a-k$, the exponent is a diagonal matrix, and it exponentiates entry by entry. The operator of a grid is therefore diagonal, with entry

$$\sum_r w_r\,e^{i\theta_r(a-k)}$$

at level $k$. The differences $a-k$ are integers even for half-integer spin. In the proof, `h1` computes the diagonal exponent, `Matrix.exp_diagonal` exponentiates it, and the remaining lines sum over $r$.

```lean
/-- The weighted sum of `exp (i θ (Jz - M))` is diagonal, and its entry at level `k` is the weighted
sum of the phases `exp (i θ (m - M))`, where `m - M = a - k`. -/
theorem rotationAverage_eq_diagonal (n : ℕ) (a : Fin (n + 1)) {N : ℕ}
    (θ : Fin N → ℝ) (w : Fin N → ℂ) :
    rotationAverage n a θ w = Matrix.diagonal fun k : Fin (n + 1) => ∑ r, w r *
      Complex.exp (Complex.I * (θ r : ℂ) * (((a : ℕ) : ℂ) - ((k : ℕ) : ℂ))) := by
  have h : ∀ r, NormedSpace.exp ((Complex.I * (θ r : ℂ)) •
      (Jz n - (mag n a : ℂ) • (1 : Matrix (Fin (n + 1)) (Fin (n + 1)) ℂ))) =
      Matrix.diagonal fun k : Fin (n + 1) =>
        Complex.exp (Complex.I * (θ r : ℂ) * (((a : ℕ) : ℂ) - ((k : ℕ) : ℂ))) := by
    intro r
    have h1 : (Complex.I * (θ r : ℂ)) •
        (Jz n - (mag n a : ℂ) • (1 : Matrix (Fin (n + 1)) (Fin (n + 1)) ℂ)) =
        Matrix.diagonal fun k : Fin (n + 1) =>
          Complex.I * (θ r : ℂ) * (((a : ℕ) : ℂ) - ((k : ℕ) : ℂ)) := by
      ext i k
      by_cases hik : i = k
      · subst hik
        simp only [Jz, mag, Matrix.smul_apply, Matrix.sub_apply, Matrix.diagonal_apply_eq,
          Matrix.one_apply_eq, smul_eq_mul]
        push_cast
        ring
      · simp [Jz, hik]
    rw [h1, Matrix.exp_diagonal]
    congr 1
    funext k
    rw [Pi.coe_exp, Complex.exp_eq_exp_ℂ]
  unfold rotationAverage
  simp only [h]
  ext i k
  by_cases hik : i = k
  · subst hik
    simp only [Matrix.sum_apply, Matrix.smul_apply, Matrix.diagonal_apply_eq, smul_eq_mul]
  · simp [Matrix.sum_apply, hik]
```

## The threshold counts levels above and below $M$

There are $a=j-M$ levels above $M$ and $n-a=j+M$ below it. The larger of the two numbers is $j+|M|$, so

$$j+|M|<N\iff a<N\ \text{ and }\ n-a<N.$$

The second inequality appears in Lean as `n < N + a`, which avoids subtraction of natural numbers. The proof splits the absolute value with `abs_lt` and rearranges the two linear inequalities.

```lean
/-- The condition `j + |M| < N` says that `N` exceeds both the number `a` of levels above `M`
and the number `n - a` of levels below it. -/
theorem threshold_iff (n : ℕ) (a : Fin (n + 1)) (N : ℕ) :
    (n : ℝ) / 2 + |mag n a| < N ↔ (a : ℕ) < N ∧ n < N + (a : ℕ) := by
  have h1 : (n : ℝ) / 2 + |mag n a| < N ↔ |mag n a| < N - (n : ℝ) / 2 := by
    constructor <;> intro h <;> linarith
  rw [h1, abs_lt, mag, ← Nat.cast_lt (α := ℝ), ← Nat.cast_lt (α := ℝ) (m := n)]
  push_cast
  constructor <;> rintro ⟨h2, h3⟩ <;> constructor <;> linarith
```

## $N$ phases cannot cancel in $N$ successive moments

Let $z_1,\dots,z_N$ be nonzero complex numbers with weights satisfying $\sum_r w_r=1$. Suppose that $\sum_r w_r z_r^d=0$ for every $d=1,\dots,N$. The polynomial

$$P(x)=\prod_r(x-z_r)=\sum_{d=0}^{N}c_d\,x^d$$

vanishes at every node, and hence

$$0=\sum_r w_rP(z_r)=\sum_{d=0}^{N}c_d\sum_r w_rz_r^d=c_0.$$

But $c_0=\prod_r(-z_r)\neq0$, a contradiction. At least one of the moments of order $1,\dots,N$ therefore survives. The nodes may coincide.

In the code, `hroot` says that $P$ vanishes at the nodes, `hP0` that $c_0\neq0$, and the `calc` block is the displayed chain read from right to left.

```lean
/-- If `N` nonzero complex nodes carry total weight one, then at least one of their weighted
moments of order `1, ..., N` is nonzero. -/
theorem exists_moment_ne_zero {N : ℕ} (z w : Fin N → ℂ) (hz : ∀ r, z r ≠ 0)
    (h0 : ∑ r, w r = 1) : ∃ d : ℕ, 1 ≤ d ∧ d ≤ N ∧ ∑ r, w r * z r ^ d ≠ 0 := by
  by_contra! h
  -- the polynomial that vanishes at all nodes
  obtain ⟨P, hP⟩ : ∃ P : Polynomial ℂ, P = ∏ r, (Polynomial.X - Polynomial.C (z r)) :=
    ⟨_, rfl⟩
  have hdeg : P.natDegree < N + 1 := by
    have h1 := Polynomial.natDegree_prod_le Finset.univ
      (fun r => Polynomial.X - Polynomial.C (z r))
    simp only [Polynomial.natDegree_X_sub_C, Finset.sum_const, Finset.card_univ,
      Fintype.card_fin, smul_eq_mul, mul_one] at h1
    rw [hP]
    exact Nat.lt_succ_of_le h1
  have hroot : ∀ r, P.eval (z r) = 0 := by
    intro r
    rw [hP, Polynomial.eval_prod]
    exact Finset.prod_eq_zero (Finset.mem_univ r) (by simp)
  have hP0 : P.coeff 0 ≠ 0 := by
    rw [Polynomial.coeff_zero_eq_eval_zero, hP, Polynomial.eval_prod]
    exact Finset.prod_ne_zero_iff.mpr fun r _ => by simpa using hz r
  -- its weighted sum over the nodes reduces to the constant term
  apply hP0
  calc P.coeff 0 = ∑ d ∈ range (N + 1), P.coeff d * ∑ r, w r * z r ^ d := by
        rw [Finset.sum_eq_single 0]
        · simp [h0]
        · intro d hd hd0
          rw [h d (Nat.pos_of_ne_zero hd0) (Nat.lt_succ_iff.mp (Finset.mem_range.mp hd)),
            mul_zero]
        · intro h'
          simp at h'
    _ = ∑ r, w r * P.eval (z r) := by
        simp only [Polynomial.eval_eq_sum_range' hdeg, Finset.mul_sum]
        rw [Finset.sum_comm]
        exact Finset.sum_congr rfl fun r _ => Finset.sum_congr rfl fun d _ => by ring
    _ = 0 := by simp [hroot]
```

## Every grid obeys the lower bound

Suppose that a grid gives the projector onto $M$. Its entry at $k=a$ is $\sum_r w_r=1$, and all its other entries vanish.

If $N\le a$, take the nodes $z_r=e^{i\theta_r}$. Some moment of order $d$ with $1\le d\le N$ is nonzero. It is the entry at level $k=a-d$, which exists because $d\le a$ and which should have been zero.

If $N\le n-a$, take $z_r=e^{-i\theta_r}$ instead. The nonzero moment is now the entry at level $k=a+d\le n$, again a contradiction. So $N$ exceeds both level counts, which is $N>j+|M|$.

The two bullets of the proof are these two cases. In each, `hk` is the entry that must vanish, and the last lines identify it with the moment.

```lean
/-- Whatever the angles and weights, a sum over `N` rotations about the z axis that equals the
projector onto `M` needs `N > j + |M|`. -/
theorem lt_card_of_projects (n : ℕ) (a : Fin (n + 1)) {N : ℕ} (θ : Fin N → ℝ)
    (w : Fin N → ℂ) (h : rotationAverage n a θ w = levelProjector n a) :
    (n : ℝ) / 2 + |mag n a| < N := by
  rw [rotationAverage_eq_diagonal, levelProjector, Matrix.diagonal_eq_diagonal_iff] at h
  have h0 : ∑ r, w r = 1 := by simpa using h a
  have hmom := fun (k : Fin (n + 1)) (hk : k ≠ a) => (h k).trans (if_neg hk)
  have ha := a.isLt
  rw [threshold_iff]
  constructor
  · -- too few angles for the levels above M
    by_contra hN
    obtain ⟨d, h1, h2, h3⟩ := exists_moment_ne_zero
      (fun r => Complex.exp (Complex.I * (θ r : ℂ))) w (fun r => Complex.exp_ne_zero _) h0
    have hk := hmom ⟨(a : ℕ) - d, by omega⟩ (fun e => by
      have h' : (a : ℕ) - d = a := congrArg Fin.val e
      omega)
    refine h3 (Eq.trans (Finset.sum_congr rfl fun r _ => ?_) hk)
    dsimp only
    rw [← Complex.exp_nat_mul, Nat.cast_sub (by omega)]
    congr 2
    ring
  · -- too few angles for the levels below M
    by_contra hN
    obtain ⟨d, h1, h2, h3⟩ := exists_moment_ne_zero
      (fun r => Complex.exp (-(Complex.I * (θ r : ℂ)))) w (fun r => Complex.exp_ne_zero _) h0
    have hk := hmom ⟨(a : ℕ) + d, by omega⟩ (fun e => by
      have h' : (a : ℕ) + d = a := congrArg Fin.val e
      omega)
    refine h3 (Eq.trans (Finset.sum_congr rfl fun r _ => ?_) hk)
    dsimp only
    rw [← Complex.exp_nat_mul, Nat.cast_add]
    congr 2
    ring
```

## The uniform grid reaches the bound

Let $N>j+|M|$. At $k=a$ the average is $N\cdot\frac1N=1$. At any other level put $\zeta=e^{2\pi i(a-k)/N}$; the entry is $\frac1N\sum_{r=0}^{N-1}\zeta^r$. Because $a-k$ is an integer, $\zeta^N=1$, and

$$(\zeta-1)\sum_{r=0}^{N-1}\zeta^r=\zeta^N-1=0.$$

If $\zeta$ were 1, then $a-k=qN$ for some integer $q$. This is impossible, since $0<|a-k|<N$ by the threshold condition. The sum therefore vanishes, and only $M$ remains.

As a numerical instance, take $j=3/2$ and $M=1/2$, so that $n=3$, $a=1$ and $j+|M|=2$. The differences $a-k$ for $m=\tfrac32,\tfrac12,-\tfrac12,-\tfrac32$ are $1,0,-1,-2$.

- With $N=2$ the phases at the two angles are $1$ and $(-1)^{a-k}$, and the average is $\mathrm{diag}(0,1,0,1)$. The level $m=-3/2$ survives alongside $M$.
- With $N=3$ and $\omega=e^{2\pi i/3}$, each of the three unwanted levels has the entry $\frac13(1+\omega+\omega^2)=0$, up to the order of the terms. The average is $\mathrm{diag}(0,1,0,0)$.

The theorem is an equivalence for every natural number $N$; at $N=0$ the sum is empty and both sides are false. One direction is the lower bound just shown, applied to the uniform grid. In the other, `hζN`, `hζ1` and `hsum` are the three steps $\zeta^N=1$, $\zeta\neq1$ and $\sum_r\zeta^r=0$.

```lean
/-- The average of `exp (i θ (Jz - M))` over the `N` equally spaced angles `θ = 2 π r / N`,
`r = 0, ..., N - 1`, is the projector onto `M` alone exactly when `N > j + |M|`. -/
theorem uniformAverage_eq_projector_iff (n : ℕ) (a : Fin (n + 1)) (N : ℕ) :
    uniformAverage n a N = levelProjector n a ↔ (n : ℝ) / 2 + |mag n a| < N := by
  refine ⟨lt_card_of_projects n a _ _, fun h => ?_⟩
  rw [threshold_iff] at h
  obtain ⟨h1, h2⟩ := h
  have hN : (N : ℂ) ≠ 0 := Nat.cast_ne_zero.mpr (by omega)
  have hc : ∀ x : ℂ, (N : ℂ) * (x / N) = x := fun x => by field_simp
  rw [uniformAverage, rotationAverage_eq_diagonal, levelProjector,
    Matrix.diagonal_eq_diagonal_iff]
  intro k
  by_cases hk : k = a
  · subst hk
    simp [hN]
  have hka : (k : ℕ) ≠ a := fun e => hk (Fin.ext e)
  have hkn := k.isLt
  rw [if_neg hk, ← Finset.mul_sum]
  -- the phases are the powers of one root of unity ζ
  obtain ⟨ζ, hζ⟩ : ∃ ζ : ℂ, ζ = Complex.exp
      (2 * Real.pi * Complex.I * (((a : ℕ) : ℂ) - ((k : ℕ) : ℂ)) / N) := ⟨_, rfl⟩
  have hζN : ζ ^ N = 1 := by
    rw [hζ, ← Complex.exp_nat_mul, hc, Complex.exp_eq_one_iff]
    exact ⟨((a : ℕ) : ℤ) - ((k : ℕ) : ℤ), by push_cast; ring⟩
  -- ζ differs from one because 0 < |m - M| < N
  have hζ1 : ζ ≠ 1 := by
    intro h3
    rw [hζ, Complex.exp_eq_one_iff] at h3
    obtain ⟨q, hq⟩ := h3
    have e : ((a : ℕ) : ℂ) - ((k : ℕ) : ℂ) = q * N := by
      apply mul_left_cancel₀ Complex.two_pi_I_ne_zero
      rw [← hc (2 * Real.pi * Complex.I * (((a : ℕ) : ℂ) - ((k : ℕ) : ℂ))), hq]
      ring
    have e' : ((a : ℕ) : ℤ) - ((k : ℕ) : ℤ) = q * (N : ℤ) := by exact_mod_cast e
    have b1 : ((a : ℕ) : ℤ) - ((k : ℕ) : ℤ) < N := by omega
    have b2 : -(N : ℤ) < ((a : ℕ) : ℤ) - ((k : ℕ) : ℤ) := by omega
    rcases lt_trichotomy q 0 with hq0 | hq0 | hq0
    · nlinarith
    · rw [hq0, zero_mul] at e'
      omega
    · nlinarith
  have hsum : ∑ r ∈ range N, ζ ^ r = 0 := by
    have h3 := geom_sum_mul ζ N
    rw [hζN, sub_self] at h3
    exact (mul_eq_zero.mp h3).resolve_right (sub_ne_zero.mpr hζ1)
  rw [← Fin.sum_univ_eq_sum_range (fun r => ζ ^ r) N] at hsum
  refine mul_eq_zero_of_right _ (Eq.trans (Finset.sum_congr rfl fun r _ => ?_) hsum)
  rw [hζ, ← Complex.exp_nat_mul]
  congr 1
  push_cast
  ring
```

## The least number of angles

The number $j+|M|$ is always an integer, because it is the larger of two level counts. So there is a natural number $L=j+|M|+1$, and the hypothesis `hL` merely gives it this name. The uniform grid with $L$ angles projects onto $M$. Conversely, any grid that does so has $N>L-1$, hence $N\ge L$. `IsLeast` states both facts: $L$ belongs to the set of sufficient grid sizes, and no member of the set is smaller.

Symmetry-projected electronic-structure methods can select an $M$ component by such a sum over rotated states; for a single multiplet of known spin $j$, $L$ is the smallest grid size that works for every state in it. A particular state with some components missing may need fewer angles. The result concerns rotations about $z$ within one fixed $j$, and does not address the selection of $j$ itself.

```lean
/-- Among all choices of angles and weights, the least number of rotations about the z axis
whose weighted sum is the projector onto `M` is `j + |M| + 1`. -/
theorem isLeast_grid_size (n : ℕ) (a : Fin (n + 1)) (L : ℕ)
    (hL : (L : ℝ) = (n : ℝ) / 2 + |mag n a| + 1) :
    IsLeast {N : ℕ | ∃ (θ : Fin N → ℝ) (w : Fin N → ℂ),
      rotationAverage n a θ w = levelProjector n a} L := by
  constructor
  · exact ⟨_, _, (uniformAverage_eq_projector_iff n a L).mpr (by linarith)⟩
  · rintro N ⟨θ, w, h⟩
    have h1 := lt_card_of_projects n a θ w h
    have h2 : (L : ℝ) < ((N + 1 : ℕ) : ℝ) := by
      push_cast
      linarith
    exact Nat.lt_succ_iff.mp (Nat.cast_lt.mp h2)
```

For integer spin $l$ and $M=0$ there are $l$ levels on each side, so the uniform grid works exactly when $N>l$. In Lean this is $n=2l$ and $a=l$, and both threshold inequalities reduce to `l < N`.

```lean
/-- For integer spin `l`, the average over `N` equally spaced angles is the projector onto
`M = 0` exactly when `N > l`. -/
theorem integer_spin_zero_iff (l N : ℕ) :
    uniformAverage (2 * l) ⟨l, by omega⟩ N = levelProjector (2 * l) ⟨l, by omega⟩ ↔ l < N := by
  rw [uniformAverage_eq_projector_iff, threshold_iff]
  dsimp only
  omega

end

end SmallestProjectionGrid
```

```lean
#print axioms SmallestProjectionGrid.isLeast_grid_size
#print axioms SmallestProjectionGrid.integer_spin_zero_iff
```

```
'SmallestProjectionGrid.isLeast_grid_size' depends on axioms: [propext, Classical.choice, Quot.sound]
'SmallestProjectionGrid.integer_spin_zero_iff' depends on axioms: [propext, Classical.choice, Quot.sound]
```
